# Stratified sampling with uniform random numbers gives an unbiased estimate of the integral of a continuous function over the unit interval

The unit interval is divided into `N` ≥ 1 equal cells, and a real function `f`, continuous on [0,1], is sampled at one random point in each cell. The theorem `stratified_unbiased` states that the expectation of the average of these `N` values is the integral of `f` over [0,1]. Each random number that places a point in its cell is assumed uniform on [0,1]; independence between cells is not assumed. The attempt exchanges the expectation with the finite sum, which requires each term to be integrable, and then identifies each term's expectation with the mean of `f` over its cell. The earlier lemma `average_cell_means` says that these means average to the integral.

The failing Lean file:

```lean
import Mathlib

open MeasureTheory ProbabilityTheory Set
open scoped NNReal

namespace StratifiedUnbiased

noncomputable section

/-- The uniform distribution on the unit interval. -/
abbrev unif : Measure ℝ := volume.restrict (Icc (0 : ℝ) 1)

instance : IsProbabilityMeasure unif := ⟨by simp [unif]⟩

/-- The point of cell `i` (counted from zero, out of `N` equal cells of the unit interval)
selected by a number `u` in `[0,1]`. -/
def stratumPoint {N : ℕ} (i : Fin N) (u : ℝ) : ℝ := (((i : ℕ) : ℝ) + u) / N

/-- The stratified estimate, for `N ≥ 1`: the average of `f` over one sample point per cell,
where `U i` is the random number used in cell `i`. -/
def stratifiedEstimate {Ω : Type*} {N : ℕ} (f : ℝ → ℝ) (U : Fin N → Ω → ℝ) (ω : Ω) : ℝ :=
  (∑ i, f (stratumPoint i (U i ω))) / N

/-- The expectation over a uniform random number is the integral over `[0,1]`. -/
lemma integral_unif (g : ℝ → ℝ) : ∫ x, g x ∂unif = ∫ x in (0 : ℝ)..1, g x := by
  rw [intervalIntegral.integral_of_le zero_le_one, ← integral_Icc_eq_integral_Ioc]

/-- A function continuous on `[0,1]` has a finite second moment under the uniform law. -/
lemma memLp_unif {g : ℝ → ℝ} (hg : ContinuousOn g (Icc 0 1)) : MemLp g 2 unif := by
  obtain ⟨C, hC⟩ := isCompact_Icc.exists_bound_of_continuousOn hg
  exact MemLp.of_bound (hg.aestronglyMeasurable measurableSet_Icc) C
    ((ae_restrict_iff' measurableSet_Icc).2 (.of_forall hC))

/-- For a random number in `[0,1]`, the sample point of every cell lies in `[0,1]`. -/
lemma stratumPoint_mem {N : ℕ} (i : Fin N) {u : ℝ} (hu : u ∈ Icc (0 : ℝ) 1) :
    stratumPoint i u ∈ Icc (0 : ℝ) 1 := by
  have hN : (0 : ℝ) < N := Nat.cast_pos.2 i.pos
  have hi : ((i : ℕ) : ℝ) + 1 ≤ N := by exact_mod_cast i.isLt
  have h0 : (0 : ℝ) ≤ ((i : ℕ) : ℝ) := Nat.cast_nonneg _
  exact ⟨div_nonneg (by linarith [hu.1]) hN.le, (div_le_one hN).2 (by linarith [hu.2])⟩

/-- If `f` is continuous on `[0,1]`, its value at the sample point of a cell depends
continuously on the random number in `[0,1]`. -/
lemma continuousOn_cell {N : ℕ} {f : ℝ → ℝ} (hf : ContinuousOn f (Icc 0 1)) (i : Fin N) :
    ContinuousOn (fun u => f (stratumPoint i u)) (Icc 0 1) :=
  hf.comp (by unfold stratumPoint; fun_prop) (fun _ hu => stratumPoint_mem i hu)

/-- For `N ≥ 1` cells and `f` continuous on `[0,1]`, the average of the cell means of `f` is
the integral of `f` over `[0,1]`. -/
theorem average_cell_means {N : ℕ} (hN : 0 < N) {f : ℝ → ℝ} (hf : ContinuousOn f (Icc 0 1)) :
    (∑ i : Fin N, ∫ u in (0 : ℝ)..1, f (stratumPoint i u)) / N = ∫ x in (0 : ℝ)..1, f x := by
  have hN' : (N : ℝ) ≠ 0 := Nat.cast_ne_zero.2 hN.ne'
  -- change of variables from the random number to the position in the cell
  have hcell : ∀ i : Fin N, ∫ u in (0 : ℝ)..1, f (stratumPoint i u) =
      N * ∫ x in (((i : ℕ) : ℝ) / N)..((((i : ℕ) + 1 : ℕ) : ℝ) / N), f x := by
    intro i
    have h := intervalIntegral.integral_comp_add_div (a := 0) (b := 1) f hN'
      (((i : ℕ) : ℝ) / N)
    have e : ∀ u, stratumPoint i u = ((i : ℕ) : ℝ) / N + u / N := fun u => add_div _ _ _
    have e1 : ((i : ℕ) : ℝ) / N + 0 / N = ((i : ℕ) : ℝ) / N := by simp
    have e2 : ((i : ℕ) : ℝ) / N + 1 / N = (((i : ℕ) + 1 : ℕ) : ℝ) / N := by
      push_cast; ring
    simp only [e]
    rw [h, e1, e2, smul_eq_mul]
  have hmem : ∀ k : ℕ, k ≤ N → (k : ℝ) / N ∈ Icc (0 : ℝ) 1 := fun k hk =>
    ⟨by positivity, div_le_one_of_le₀ (by exact_mod_cast hk) (by positivity)⟩
  -- adjacent cells fit together to the whole interval
  have hs := intervalIntegral.sum_integral_adjacent_intervals (f := f) (μ := volume)
    (a := fun k : ℕ => (k : ℝ) / N) (n := N) (fun k hk =>
      (hf.mono (uIcc_subset_Icc (hmem k hk.le) (hmem (k + 1) hk))).intervalIntegrable)
  simp only [hcell]
  rw [← Finset.mul_sum, mul_div_cancel_left₀ _ hN', Fin.sum_univ_eq_sum_range
    (fun k : ℕ => ∫ x in ((k : ℝ) / N)..(((k + 1 : ℕ) : ℝ) / N), f x) N]
  exact hs.trans (by simp [hN'])

variable {Ω : Type*} [MeasurableSpace Ω] {μ : Measure Ω}
  {N : ℕ} {U : Fin N → Ω → ℝ} {f : ℝ → ℝ}

/-- With `N ≥ 1` cells and uniform random numbers, the stratified estimate of a function
continuous on `[0,1]` is unbiased. -/
theorem stratified_unbiased (hN : 0 < N) (hf : ContinuousOn f (Icc 0 1))
    (hU : ∀ i, MeasurePreserving (U i) μ unif) :
    ∫ ω, stratifiedEstimate f U ω ∂μ = ∫ x in (0 : ℝ)..1, f x := by
  unfold stratifiedEstimate
  rw [integral_div, integral_finset_sum _ (fun i _ =>
    ((memLp_unif (continuousOn_cell hf i)).comp_measurePreserving (hU i)).integrable
      one_le_two), ← average_cell_means hN hf]
  congr 1
  refine Finset.sum_congr rfl fun i _ => ?_
  have hm : AEStronglyMeasurable (fun u => f (stratumPoint i u)) (μ.map (U i)) := by
    rw [(hU i).map_eq]
    exact (memLp_unif (continuousOn_cell hf i)).aestronglyMeasurable
  rw [← integral_unif, ← (hU i).map_eq, integral_map (hU i).measurable.aemeasurable hm]

end

end StratifiedUnbiased
```

Lean reports:

```
Main.lean:85:20: warning: `MeasureTheory.integral_finset_sum` has been deprecated: Use `MeasureTheory.integral_finsetSum` instead
Main.lean:86:4: error(lean.synthInstanceFailed): failed to synthesize instance of type class
  IsFiniteMeasure μ

Hint: Type class instance resolution failures can be inspected with the `set_option trace.Meta.synthInstance true` command.
Main.lean:83:65: error: unsolved goals
Ω : Type u_1
inst✝ : MeasurableSpace Ω
μ : Measure Ω
N : ℕ
U : Fin N → Ω → ℝ
f : ℝ → ℝ
hN : 0 < N
hf : ContinuousOn f (Icc 0 1)
hU : ∀ (i : Fin N), MeasurePreserving (U i) μ unif
⊢ (∫ (a : Ω), ∑ i, f (stratumPoint i (U i a)) ∂μ) / ↑N = ∫ (x : ℝ) in 0..1, f x
```

The change, after which it compiles:

```diff
@@ -83,7 +83,11 @@
     ∫ ω, stratifiedEstimate f U ω ∂μ = ∫ x in (0 : ℝ)..1, f x := by
   unfold stratifiedEstimate
-  rw [integral_div, integral_finset_sum _ (fun i _ =>
-    ((memLp_unif (continuousOn_cell hf i)).comp_measurePreserving (hU i)).integrable
-      one_le_two), ← average_cell_means hN hf]
+  have hint : ∀ i, Integrable (fun ω => f (stratumPoint i (U i ω))) μ := by
+    intro i
+    have h : Integrable (fun u => f (stratumPoint i u)) (μ.map (U i)) := by
+      rw [(hU i).map_eq]
+      exact (memLp_unif (continuousOn_cell hf i)).integrable one_le_two
+    exact h.comp_measurable (hU i).measurable
+  rw [integral_div, integral_finsetSum _ (fun i _ => hint i), ← average_cell_means hN hf]
   congr 1
   refine Finset.sum_congr rfl fun i _ => ?_
```

The first error comes from the proof that each term is integrable. The attempt carries the finite second moment over to `μ` and there applies `.integrable one_le_two`. This step from second moment to integrability needs an instance of `IsFiniteMeasure μ`, but `μ` is declared only as a measure. Its finiteness does follow from `hU i`, since `U i` carries `μ` to a probability measure, but instance search does not draw that conclusion from `hU`. The second error is a consequence: it shows the goal as it stood after `integral_div`, with the rest of the proof not carried out.

The repair changes the order. In `hint`, `(hU i).map_eq` turns `μ.map (U i)` into `unif`, which the file has already declared a probability measure, so integrability can be obtained there. `comp_measurable` then carries it back to `μ` without needing the missing instance. Replacing `integral_finset_sum` with `integral_finsetSum` only clears the deprecation warning and is mere tidying.
